# The projector $(2+L\cdot\sigma)/3$ of a p shell flips no spin along $z$ between real in-plane polarizations

In resonant X-ray scattering at an $L_{2,3}$ edge, a photon lifts an electron out of the 2p core shell, and a second photon is emitted when the core hole is filled. The dipole operator does not act on spin, yet the valence spin can change, because spin-orbit coupling splits the core shell into a $j=3/2$ and a $j=1/2$ level ($j$ is the total angular momentum), and a photon tuned to one edge selects one level. The question is which polarizations let this selection turn a spin along $z$ from up to down.

The model has one hole, one valence orbital and linear polarizations. Absorption moves the hole into a p state $\sum_c v_c\,|p_c\rangle$, and emission takes it out of $\sum_b u_b\,|p_b\rangle$, with real vectors $u,v$ and Cartesian orbitals $p_x,p_y,p_z$. For an s-like valence orbital, $v$ and $u$ are proportional to the incoming and outgoing polarizations, and the theorems call them polarizations for this reason. For other valence orbitals they can point in other directions than the photon polarizations.

## Orbital and spin operators

```lean
import Mathlib

open Matrix Complex
open scoped Kronecker

namespace ResonantSpinBlock

noncomputable section
```

These lines load Mathlib and open the notation for matrices, for the imaginary unit `I` and for the Kronecker product `⊗ₖ`.

```lean
/-- The Levi-Civita symbol `ε_abc`. -/
def eps : Fin 3 → Fin 3 → Fin 3 → ℂ :=
  ![![![0, 0, 0], ![0, 0, 1], ![0, -1, 0]],
    ![![0, 0, -1], ![0, 0, 0], ![1, 0, 0]],
    ![![0, 1, 0], ![-1, 0, 0], ![0, 0, 0]]]
```

`Fin 3` is the index set $\{0,1,2\}$, read as $x,y,z$. The brackets `![ ]` list the values of a function, so `eps a b c` is the Levi-Civita symbol $\varepsilon_{abc}$, with $\varepsilon_{012}=+1$.

```lean
/-- Orbital angular momentum of a p shell in the Cartesian basis, `(L_a)_{bc} = -i ε_abc`. -/
def L (a : Fin 3) : Matrix (Fin 3) (Fin 3) ℂ := Matrix.of fun b c => -I * eps a b c
```

`L a` is the $3\times3$ matrix $(L_a)_{bc}=-i\,\varepsilon_{abc}$, the orbital angular momentum of a p shell in the Cartesian basis with $\hbar=1$.

```lean
/-- The Pauli matrices `σ_x, σ_y, σ_z`. -/
def pauli : Fin 3 → Matrix (Fin 2) (Fin 2) ℂ :=
  ![!![0, 1; 1, 0], !![0, -I; I, 0], !![1, 0; 0, -1]]
```

`!![ ; ]` writes a matrix row by row. `pauli 0`, `pauli 1`, `pauli 2` are $\sigma_x,\sigma_y,\sigma_z$, and since $\sigma_z=\mathrm{diag}(1,-1)$, spin index $0$ is $\uparrow$ and $1$ is $\downarrow$ along $z$.

```lean
/-- The spin operator `w·σ` for a real vector `w`. -/
def sigmaDot (w : Fin 3 → ℝ) : Matrix (Fin 2) (Fin 2) ℂ := ∑ a, (w a : ℂ) • pauli a
```

For a real vector $w$, `sigmaDot w` is $w\cdot\sigma=\sum_a w_a\sigma_a$. The symbol `•` multiplies a matrix by a number, and `(w a : ℂ)` regards the real $w_a$ as complex.

```lean
/-- The spin-orbit operator `L·σ = ∑ₐ L_a ⊗ σ_a` on orbital ⊗ spin space. -/
def LS : Matrix (Fin 3 × Fin 2) (Fin 3 × Fin 2) ℂ := ∑ a, L a ⊗ₖ pauli a
```

The six basis states are pairs $(b,s)$ of an orbital index and a spin index. `LS` is $S=L\cdot\sigma=\sum_a L_a\otimes\sigma_a$, with entries $\sum_a (L_a)_{bc}(\sigma_a)_{st}$; it is twice the operator $L\cdot\mathbf{s}$ built with the spin $\mathbf{s}=\sigma/2$.

```lean
/-- The operator `P = (2 + L·σ)/3` on orbital ⊗ spin space. -/
def P : Matrix (Fin 3 × Fin 2) (Fin 3 × Fin 2) ℂ := (1 / 3 : ℂ) • ((2 : ℂ) • 1 + LS)
```

Here `1` is the $6\times6$ identity and $P=(2+S)/3$. Angular momentum coupling gives $S=j(j+1)-2-\tfrac34$, which is $+1$ for $j=3/2$ and $-2$ for $j=1/2$, so $P$ is meant as the projector on the $j=3/2$ level. That labelling by $j$, like the passage from photons to the vectors $u,v$, is physical interpretation, and the theorems below do not state it.

```lean
/-- The spin block `⟨u,s| M |v,t⟩` of an operator between real polarization vectors. -/
def spinBlock (M : Matrix (Fin 3 × Fin 2) (Fin 3 × Fin 2) ℂ) (u v : Fin 3 → ℝ) :
    Matrix (Fin 2) (Fin 2) ℂ :=
  Matrix.of fun s t => ∑ b, ∑ c, (u b : ℂ) * M (b, s) (c, t) * (v c : ℂ)
```

For an operator $M$ on the six states, the spin block is the $2\times2$ matrix
$$B_{st}=\langle u,s|M|v,t\rangle=\sum_{b,c}u_b\,M_{(b,s),(c,t)}\,v_c ,$$
with $t$ the initial and $s$ the final spin. No complex conjugate stands on $u_b$ because $u$ is real, so circular polarization is not covered. The vectors need not have unit length. The entries $B_{01}$ and $B_{10}$ are the spin-flip amplitudes.

```lean
/-- The two-edge resonant operator `α P + β (1 - P)` with complex weights `α`, `β`. -/
def resonant (α β : ℂ) : Matrix (Fin 3 × Fin 2) (Fin 3 × Fin 2) ℂ := α • P + β • (1 - P)
```

The operator $\alpha P+\beta(1-P)$ weights the two core levels by free complex numbers. They stand for resonance denominators such as $1/(\omega-E+i\Gamma)$, with photon energy $\omega$, edge energy $E$ and core-hole half-width $\Gamma$. A single number per edge assumes that each edge is one degenerate intermediate level, without multiplet splitting from the core-valence interaction.

## The square of $L\cdot\sigma$ and the projector

```lean
/-- The spin-orbit operator obeys `(L·σ)² = 2 - L·σ`. -/
theorem LS_sq : LS * LS = (2 : ℂ) • 1 - LS := by
  ext ⟨b, s⟩ ⟨c, t⟩
  simp only [LS, L, Matrix.mul_apply, Fintype.sum_prod_type, Fin.sum_univ_three,
    Fin.sum_univ_two, Matrix.add_apply, Matrix.sub_apply, Matrix.smul_apply,
    Matrix.kroneckerMap_apply, Matrix.of_apply, Matrix.one_apply, smul_eq_mul]
  fin_cases b <;> fin_cases s <;> fin_cases c <;> fin_cases t <;>
    simp [eps, pauli, Complex.ext_iff] <;> norm_num
```

The statement is $S^2=2-S$. By hand, use $\sigma_a\sigma_b=\delta_{ab}+i\sum_c\varepsilon_{abc}\sigma_c$:
$$S^2=\sum_a L_a^2\otimes 1+i\sum_{abc}\varepsilon_{abc}\,L_aL_b\otimes\sigma_c .$$
The first sum has orbital entries $-\sum_{ac}\varepsilon_{abc}\varepsilon_{acd}=2\delta_{bd}$. In the second, the commutation relation $[L_a,L_b]=i\sum_c\varepsilon_{abc}L_c$ gives $\sum_{ab}\varepsilon_{abc}L_aL_b=iL_c$, so the term is $i\cdot i\sum_c L_c\otimes\sigma_c=-S$.

Lean instead compares the two sides entry by entry in exact arithmetic, and a similar splitting into entries proves the block formula below. The tactic `ext ⟨b, s⟩ ⟨c, t⟩` replaces the matrix equation by the equation of the entries in an arbitrary row $(b,s)$ and column $(c,t)$. The `simp only` line expands the matrix product and the sums over $a$ into explicit terms. Then `fin_cases b` splits the goal into one copy for each value of $b$, and `<;>` applies the next tactic to every copy, so the chain produces $3\cdot2\cdot3\cdot2=36$ equations with concrete indices. Only then can `simp` look up entries in the tables `eps` and `pauli`. The lemma `Complex.ext_iff` splits each equation into real and imaginary parts, which turns $i^2=-1$ into real arithmetic for `norm_num`.

```lean
/-- `P` is Hermitian and idempotent. -/
theorem P_projector : P.IsHermitian ∧ P * P = P := by
  constructor
  · have h : LSᴴ = LS := by
      ext ⟨b, s⟩ ⟨c, t⟩
      simp only [LS, L, Matrix.conjTranspose_apply, Fin.sum_univ_three, Matrix.add_apply,
        Matrix.kroneckerMap_apply, Matrix.of_apply]
      fin_cases b <;> fin_cases s <;> fin_cases c <;> fin_cases t <;> simp [eps, pauli]
    simp [Matrix.IsHermitian, P, Matrix.conjTranspose_add, Matrix.conjTranspose_smul, h]
  · -- P² = (4 + 4 S + S²)/9 and S² = 2 - S
    simp only [P, smul_mul_assoc, mul_smul_comm, add_mul, mul_add, one_mul, mul_one, LS_sq]
    module
```

The symbol `∧` means "and": $P^\dagger=P$ and $P^2=P$. Each $L_a$ is imaginary and antisymmetric, hence Hermitian, as is each $\sigma_a$, so $S^\dagger=S$; Lean obtains `LSᴴ = LS` from the same 36 entries. For the square,
$$P^2=\frac{4+4S+S^2}{9}=\frac{4+4S+2-S}{9}=\frac{2+S}{3}=P .$$
The `simp only` line multiplies out and inserts `LS_sq`, and `module` compares the coefficients of $1$ and $S$ on the two sides.

## The block between two polarizations

```lean
/-- Between real polarizations `u`, `v` the spin block of `a + b L·σ` is
`a (u·v) - i b (u × v)·σ`. -/
theorem spinBlock_combo (a b : ℂ) (u v : Fin 3 → ℝ) :
    spinBlock (a • 1 + b • LS) u v
      = (a * ((u ⬝ᵥ v : ℝ) : ℂ)) • 1 - (b * I) • sigmaDot (u ⨯₃ v) := by
  ext s t
  -- the contraction u_b (-i ε_abc) v_c is -i (u × v)_a
  simp only [spinBlock, LS, L, sigmaDot, dotProduct, cross_apply, Fin.sum_univ_three,
    Matrix.add_apply, Matrix.sub_apply, Matrix.smul_apply, Matrix.kroneckerMap_apply,
    Matrix.of_apply, Matrix.one_apply, smul_eq_mul]
  fin_cases s <;> fin_cases t <;> simp [eps, pauli]
  all_goals first
    | ring1
    | (apply Complex.ext <;> simp <;> ring1)
```

Here `⬝ᵥ` is the dot product, `⨯₃` the cross product, `a`, `b` are complex coefficients, and the `1` on the right is the $2\times2$ identity. With orbital indices $c,d,e$, the identity contributes $\sum_{cd}u_c\delta_{cd}v_d\,\delta_{st}=u\cdot v\,\delta_{st}$. In $S$ the contraction touches only the orbital factor,
$$\sum_{cd}u_c\,(L_e)_{cd}\,v_d=-i\sum_{cd}\varepsilon_{ecd}u_cv_d=-i\,(u\times v)_e ,$$
so the block of $a+bS$ is $a\,(u\cdot v)-ib\,(u\times v)\cdot\sigma$. Lean splits only the spin indices, which leaves four polynomial identities in $a$, $b$ and the components of $u,v$. Each is closed by `ring1`, if necessary after separating real and imaginary parts.

```lean
/-- Between any real polarizations `u`, `v` the spin block of `P` is
`(2 u·v - i (u × v)·σ)/3`. -/
theorem spinBlock_P (u v : Fin 3 → ℝ) :
    spinBlock P u v
      = (1 / 3 : ℂ) • ((2 * ((u ⬝ᵥ v : ℝ) : ℂ)) • 1 - I • sigmaDot (u ⨯₃ v)) := by
  have h : P = (2 / 3 : ℂ) • 1 + (1 / 3 : ℂ) • LS := by
    unfold P
    module
  rw [h, spinBlock_combo]
  module
```

Setting $a=2/3$ and $b=1/3$ gives, for all real $u,v$ in three dimensions,
$$B=\tfrac13\bigl(2\,u\cdot v-i\,(u\times v)\cdot\sigma\bigr).$$
Lean writes $P=\tfrac23+\tfrac13S$, applies `spinBlock_combo` with `rw`, and collects the factor $1/3$ with `module`.

```lean
/-- `P² = P`, and for real polarizations in the xy plane the spin block of `P` is
`(2 u·v - i (u_x v_y - u_y v_x) σ_z)/3`, with both spin-flip entries along z equal to zero. -/
theorem inPlane_no_spin_flip (u v : Fin 3 → ℝ) (hu : u 2 = 0) (hv : v 2 = 0) :
    P * P = P ∧
    spinBlock P u v = (1 / 3 : ℂ) • ((2 * ((u ⬝ᵥ v : ℝ) : ℂ)) • 1
      - (I * ((u 0 * v 1 - u 1 * v 0 : ℝ) : ℂ)) • pauli 2) ∧
    spinBlock P u v 0 1 = 0 ∧ spinBlock P u v 1 0 = 0 := by
  -- the cross product of in-plane vectors points along z
  have hs : sigmaDot (u ⨯₃ v) = ((u 0 * v 1 - u 1 * v 0 : ℝ) : ℂ) • pauli 2 := by
    rw [Complex.coe_smul]
    simp [sigmaDot, Fin.sum_univ_three, cross_apply, hu, hv]
  have hB : spinBlock P u v = (1 / 3 : ℂ) • ((2 * ((u ⬝ᵥ v : ℝ) : ℂ)) • 1
      - (I * ((u 0 * v 1 - u 1 * v 0 : ℝ) : ℂ)) • pauli 2) := by
    rw [spinBlock_P, hs]
    module
  refine ⟨P_projector.2, hB, ?_, ?_⟩ <;> rw [hB] <;> simp [pauli]
```

The hypotheses `hu : u 2 = 0` and `hv : v 2 = 0` say $u_z=v_z=0$. Four conclusions follow: $P^2=P$, the block formula
$$B=\tfrac13\bigl(2\,u\cdot v-i\,(u_xv_y-u_yv_x)\,\sigma_z\bigr),$$
and $B_{01}=0$, $B_{10}=0$. By hand, $(u\times v)_x=u_yv_z-u_zv_y$ and $(u\times v)_y=u_zv_x-u_xv_z$ both vanish, so $(u\times v)\cdot\sigma=(u_xv_y-u_yv_x)\sigma_z$, which is step `hs`. Inserting it into the general block is step `hB`, and the last line reads off the off-diagonal zeros of $1$ and $\sigma_z$. For unit vectors with $v$ rotated from $u$ by an angle $\theta$ about $z$, the diagonal entries are $B_{00}=(2\cos\theta-i\sin\theta)/3$ and $B_{11}=(2\cos\theta+i\sin\theta)/3$.

The statement concerns the quantization axis $z$ only, and $\sigma_z$ does exchange the spin states along $x$. This bears on magnetic scattering from a single hole in a $d_{x^2-y^2}$ orbital, within the one-hole model and with the hole returning to the same orbital: a polarization $e$ reaches the p vector $(e_x,-e_y,0)$ up to a constant, which always lies in the plane, so a spin flip needs a moment with an in-plane component.

## When spin flips along $z$ appear

```lean
/-- Both spin-flip entries of the block of `P` vanish exactly when `u × v` has no
x and no y component. -/
theorem no_spin_flip_iff (u v : Fin 3 → ℝ) :
    (spinBlock P u v 0 1 = 0 ∧ spinBlock P u v 1 0 = 0)
      ↔ ((u ⨯₃ v) 0 = 0 ∧ (u ⨯₃ v) 1 = 0) := by
  -- real and imaginary parts of the two off-diagonal entries
  have h01 : spinBlock P u v 0 1 = ⟨-(u ⨯₃ v) 1 / 3, -(u ⨯₃ v) 0 / 3⟩ := by
    rw [spinBlock_P]
    generalize u ⨯₃ v = w
    generalize u ⬝ᵥ v = d
    apply Complex.ext <;> simp [sigmaDot, Fin.sum_univ_three, pauli] <;> ring
  have h10 : spinBlock P u v 1 0 = ⟨(u ⨯₃ v) 1 / 3, -(u ⨯₃ v) 0 / 3⟩ := by
    rw [spinBlock_P]
    generalize u ⨯₃ v = w
    generalize u ⬝ᵥ v = d
    apply Complex.ext <;> simp [sigmaDot, Fin.sum_univ_three, pauli] <;> ring
  rw [h01, h10]
  generalize u ⨯₃ v = w
  simp only [Complex.ext_iff, Complex.zero_re, Complex.zero_im]
  constructor
  · rintro ⟨⟨h1, h2⟩, -⟩
    constructor <;> linarith
  · rintro ⟨h1, h2⟩
    refine ⟨⟨?_, ?_⟩, ?_, ?_⟩ <;> linarith
```

The arrow `↔` is "if and only if". With $w=u\times v$,
$$w\cdot\sigma=\begin{pmatrix}w_z&w_x-iw_y\\ w_x+iw_y&-w_z\end{pmatrix},$$
so $B_{01}=-i(w_x-iw_y)/3=(-w_y-iw_x)/3$ and $B_{10}=-i(w_x+iw_y)/3=(w_y-iw_x)/3$. Steps `h01` and `h10` record these values as pairs of a real and an imaginary part, and `generalize` renames the cross product `w`. Since $w$ is real, $B_{01}=0$ alone forces $w_x=w_y=0$, and the converse is a substitution; `linarith` solves these linear equations. The criterion admits more than in-plane vectors, for example any parallel pair, where $w=0$.

```lean
/-- With `u` along z and `v` along x the spin-flip entry `⟨u,↓|P|v,↑⟩` equals `1/3`. -/
theorem outOfPlane_spin_flip : spinBlock P ![0, 0, 1] ![1, 0, 0] 1 0 = 1 / 3 := by
  rw [spinBlock_P]
  simp [sigmaDot, Fin.sum_univ_three, pauli, cross_apply]
```

For the unit vectors $u=\hat z$ and $v=\hat x$ the cross product is $\hat y$, so $w_y=1$, $w_x=0$ and $B_{10}=\langle u,\downarrow|P|v,\uparrow\rangle=1/3$. A polarization out of the plane can therefore give a nonzero flip amplitude. By the criterion above it does so whenever $u_z\neq0$ and $v$ is a nonzero in-plane vector, since then $w_x=-u_zv_y$ and $w_y=u_zv_x$; it does not for $u=v=\hat z$, where $w=0$.

## Both edges together

```lean
/-- Between real polarizations the spin block of `α P + β (1 - P)` is
`((2α + β) u·v - i (α - β) (u × v)·σ)/3`. -/
theorem spinBlock_resonant (α β : ℂ) (u v : Fin 3 → ℝ) :
    spinBlock (resonant α β) u v
      = (1 / 3 : ℂ) • (((2 * α + β) * ((u ⬝ᵥ v : ℝ) : ℂ)) • 1
        - (I * (α - β)) • sigmaDot (u ⨯₃ v)) := by
  have h : resonant α β = ((2 * α + β) / 3) • 1 + ((α - β) / 3) • LS := by
    unfold resonant P
    module
  rw [h, spinBlock_combo]
  module
```

Since $1-P=(1-S)/3$,
$$\alpha P+\beta(1-P)=\frac{2\alpha+\beta}{3}+\frac{\alpha-\beta}{3}\,S ,$$
which `module` confirms in step `h`. The formula for $a+bS$ then gives the block
$$\tfrac13\bigl((2\alpha+\beta)\,u\cdot v-i(\alpha-\beta)\,(u\times v)\cdot\sigma\bigr).$$
The spin-dependent term is proportional to $\alpha-\beta$, so it disappears when the two edges carry equal weight.

```lean
/-- For real polarizations in the xy plane both spin-flip entries of the block of
`α P + β (1 - P)` vanish, for all complex weights. -/
theorem resonant_inPlane_no_spin_flip (α β : ℂ) (u v : Fin 3 → ℝ)
    (hu : u 2 = 0) (hv : v 2 = 0) :
    spinBlock (resonant α β) u v 0 1 = 0 ∧ spinBlock (resonant α β) u v 1 0 = 0 := by
  have hs : sigmaDot (u ⨯₃ v) = ((u 0 * v 1 - u 1 * v 0 : ℝ) : ℂ) • pauli 2 := by
    rw [Complex.coe_smul]
    simp [sigmaDot, Fin.sum_univ_three, cross_apply, hu, hv]
  rw [spinBlock_resonant, hs]
  constructor <;> simp [pauli]

end

end ResonantSpinBlock
```

For $u_z=v_z=0$ both spin-flip entries vanish for every $\alpha$ and $\beta$. The proof repeats step `hs`, after which the block is a combination of $1$ and $\sigma_z$. The two-way criterion was stated for $P$ alone, and here only this direction is claimed.

```lean
#print axioms ResonantSpinBlock.inPlane_no_spin_flip
#print axioms ResonantSpinBlock.no_spin_flip_iff
#print axioms ResonantSpinBlock.outOfPlane_spin_flip
#print axioms ResonantSpinBlock.resonant_inPlane_no_spin_flip
```

```
'ResonantSpinBlock.inPlane_no_spin_flip' depends on axioms: [propext, Classical.choice, Quot.sound]
'ResonantSpinBlock.no_spin_flip_iff' depends on axioms: [propext, Classical.choice, Quot.sound]
'ResonantSpinBlock.outOfPlane_spin_flip' depends on axioms: [propext, Classical.choice, Quot.sound]
'ResonantSpinBlock.resonant_inPlane_no_spin_flip' depends on axioms: [propext, Classical.choice, Quot.sound]
```

## The same contraction in a numerical program

In NumPy, $S$ is the sum over $a$ of `np.kron(L[a], sigma[a])`, a $6\times6$ array in which the pair $(b,s)$ sits at position $2b+s$. Reshaping an operator `M` to the shape `(3, 2, 3, 2)` restores the four indices, and `np.einsum('b,bsct,c->st', u, M, v)` is the definition of `spinBlock`. For $M=P$ the closed formula replaces this contraction by one dot product and one cross product for each scattering geometry, and the value $1/3$ for $u=\hat z$, $v=\hat x$ changes to $-1/3$ if either the sign of $L_a$ or the order of the spin indices is reversed in such a program. The two errors together cancel in this test. They are separated by $u=\hat z$, $v=\hat y$, where $u\times v=-\hat x$ and $B_{10}=B_{01}=i/3$, a value that depends on the sign of $L_a$ but not on the order of the spin indices.
